# Exchange stiffness of an ideal quantum Hall bilayer: contact value, positivity and strict decrease with separation

## A stiffness defined as a moment of the interaction

The exchange stiffness is defined here as an integral over the interlayer interaction. It could also be introduced as the response of a many-electron energy to a slow twist of the interlayer phase, but then the Hartree–Fock calculation leading to the integral would have to be formalised too. The definition takes the result of that calculation as its starting point.

The physical setting is two parallel electron layers in a strong perpendicular magnetic field, equally populated, with one filled lowest Landau level in total. When electrons form a coherent superposition of the two layers, the state can be described as a condensate of interlayer excitons. If $\varphi$ is the relative phase between the layers, a slow variation of $\varphi$ costs the energy per area $\tfrac12 R\,|\nabla\varphi|^2$, and $R$ is the stiffness.

Let $l$ be the magnetic length, $d$ the layer separation and $k$ the wave number. The constant $c$ is the Coulomb coupling, $e^2/(4\pi\varepsilon)$ in SI units, where $e$ is the elementary charge and $\varepsilon$ the permittivity of the surrounding medium. For layers of zero thickness the interaction $c/\sqrt{r^2+d^2}$ at in-plane distance $r$ has the two-dimensional Fourier transform

$$V_d(k)=\frac{2\pi c\,e^{-kd}}{k},\qquad k>0,$$

and the stiffness is

$$R(d)=\frac{l^2}{32\pi^2}\int_0^\infty k^3\,V_d(k)\,e^{-k^2l^2/2}\,dk .$$

The Gaussian comes from the lowest-Landau-level orbitals.

## What holds for every separation

For $c,l>0$:

- $R(0)=\dfrac{c}{16\sqrt{2\pi}\,l}$;
- $R(d)>0$ for every $d\ge 0$;
- $R(d_2)<R(d_1)$ whenever $0\le d_1<d_2$.

For $d>0$ there are also the strict bounds

$$\frac{cl^2}{8\pi d^3}\left(1-\frac{6l^2}{d^2}\right)<R(d)<\frac{cl^2}{8\pi d^3}.$$

The lower bound improves on positivity only when $d>\sqrt6\,l$. For $d\gg l$ the two bounds close in on each other, and the stiffness falls as the inverse cube of the separation.

Within this Hartree–Fock, lowest-Landau-level model, the formulas give reference values for testing a numerical stiffness integral. Positivity at all $d$ does not predict that a real bilayer stays coherent at all $d$: the coherent state is assumed, and its competition with other phases does not enter.

## From the potential to a Gaussian integral

On $k>0$ the Coulomb denominator cancels one power of $k$:

$$k^3V_d(k)e^{-k^2l^2/2}=2\pi c\,w_d(k),\qquad w_d(k)=k^2e^{-k^2l^2/2-kd}.$$

Since $2\pi c\,l^2/(32\pi^2)=cl^2/(16\pi)$,

$$R(d)=\frac{cl^2}{16\pi}\int_0^\infty w_d(k)\,dk .$$

For $d\ge0$ we have $0\le w_d(k)\le k^2e^{-k^2l^2/2}$, so the integral converges.

At $d=0$ put $s=l/\sqrt2$, so that $k^2l^2/2=s^2k^2$. The substitution $u=s^2k^2$ gives

$$\int_0^\infty k^2e^{-s^2k^2}dk=\frac1{2s^3}\int_0^\infty u^{1/2}e^{-u}du=\frac{\Gamma(3/2)}{2s^3}=\frac{\sqrt\pi}{4s^3}.$$

With $s^3=l^3/(2\sqrt2)$ this equals $\sqrt{2\pi}/(2l^3)$, and therefore

$$R(0)=\frac{cl^2}{16\pi}\cdot\frac{\sqrt{2\pi}}{2l^3}=\frac{c}{16\sqrt{2\pi}\,l}.$$

## Strict inequalities under the integral

Suppose $f$ and $g$ are integrable on $k>0$ and $f(k)<g(k)$ there. Then $g-f$ is positive on a set of positive measure and negative nowhere on the half line, so its integral is positive and $\int f<\int g$.

Taking $f=0$ and $g=w_d$ gives $R(d)>0$. If $0\le d_1<d_2$, then $e^{-kd_2}<e^{-kd_1}$ for each $k>0$, hence $w_{d_2}(k)<w_{d_1}(k)$ and $R(d_2)<R(d_1)$.

For the bounds at $d>0$, set $x=k^2l^2/2>0$ and use $1-x<e^{-x}<1$. Multiplication by $k^2e^{-kd}$ gives

$$k^2e^{-kd}-\frac{l^2}{2}k^4e^{-kd}<w_d(k)<k^2e^{-kd}.$$

The substitution $u=kd$ yields $\int_0^\infty k^ne^{-kd}dk=n!/d^{n+1}$, which is $2/d^3$ for $n=2$ and $24/d^5$ for $n=4$. Integrating,

$$\frac{2}{d^3}-\frac{12\,l^2}{d^5}<\int_0^\infty w_d(k)\,dk<\frac{2}{d^3},$$

and the factor $cl^2/(16\pi)$ turns this into the stated bounds.

## Switching off the interaction

Take $c=0$. Then $R(d)=0$ for every $d$: the stiffness is neither positive nor strictly decreasing, although the formula for $R(0)$ still holds. Assuming only $c\ge0$ is therefore not enough for the last two claims of the first list.

## The definitions and theorems in Lean

All quantities are real numbers, without units attached. `interlayerPotential c d k` is $V_d(k)$, `stiffness c l d` is $R(d)$ and `weight l d k` is $w_d(k)$. The domain `Ioi 0` is the open half line $k>0$, which leaves out the singular point of the potential. The expression `-k ^ 2` means $-(k^2)$.

The theorem `stiffness_main` assumes `0 < c` and `0 < l` and states the three claims together. Its last part, `StrictAntiOn (stiffness c l) (Ici 0)`, is strict decrease on the closed half line $d\ge0$, including the step away from contact. The theorem `stiffness_bounds` adds the hypothesis `0 < d`, since its bounds contain inverse powers of the separation.

The model has ideally thin layers, and it omits Landau-level mixing, disorder, tunnelling and fluctuations beyond Hartree–Fock.

```lean
import Mathlib

open Real MeasureTheory Set

namespace BilayerExchangeStiffness

noncomputable section

/-- Coulomb interaction at wave number `k > 0` between two layers a distance `d` apart, with
coupling constant `c`. -/
def interlayerPotential (c d k : ℝ) : ℝ := 2 * π * c * Real.exp (-(k * d)) / k

/-- Exchange stiffness of the bilayer with magnetic length `l` and layer separation `d`: the third
moment, over `k > 0`, of the interlayer interaction with the Gaussian factor of the lowest Landau
level, multiplied by `l² / (32 π²)`. Here `c` is the coupling constant. -/
def stiffness (c l d : ℝ) : ℝ :=
  l ^ 2 / (32 * π ^ 2) *
    ∫ k in Ioi (0 : ℝ), k ^ 3 * interlayerPotential c d k * Real.exp (-k ^ 2 * l ^ 2 / 2)

/-- The weight with which wave number `k` contributes to the stiffness. -/
def weight (l d k : ℝ) : ℝ := k ^ 2 * Real.exp (-k ^ 2 * l ^ 2 / 2 - k * d)

/-- The stiffness is `c l² / (16 π)` times the integral of the weight
`k² exp (-k² l² / 2 - k d)` over positive wave numbers. -/
theorem stiffness_eq (c l d : ℝ) :
    stiffness c l d = c * l ^ 2 / (16 * π) * ∫ k in Ioi (0 : ℝ), weight l d k := by
  have h : ∫ k in Ioi (0 : ℝ),
        k ^ 3 * interlayerPotential c d k * Real.exp (-k ^ 2 * l ^ 2 / 2)
      = ∫ k in Ioi (0 : ℝ), 2 * π * c * weight l d k := by
    refine setIntegral_congr_fun measurableSet_Ioi (fun k hk => ?_)
    have hk0 : k ≠ 0 := (mem_Ioi.mp hk).ne'
    simp only [interlayerPotential, weight]
    rw [sub_eq_add_neg, Real.exp_add]
    generalize Real.exp (-(k * d)) = E
    generalize Real.exp (-k ^ 2 * l ^ 2 / 2) = G
    field_simp
  have hpi : π ≠ 0 := Real.pi_pos.ne'
  rw [stiffness, h, integral_const_mul]
  generalize (∫ k in Ioi (0 : ℝ), weight l d k) = J
  field_simp
  ring

/-- If one integrable function lies strictly below another at every positive wave number,
its integral is strictly smaller. -/
theorem integral_lt_of_lt {f g : ℝ → ℝ} (hf : IntegrableOn f (Ioi 0))
    (hg : IntegrableOn g (Ioi 0)) (h : ∀ k, 0 < k → f k < g k) :
    ∫ k in Ioi (0 : ℝ), f k < ∫ k in Ioi (0 : ℝ), g k := by
  have hpos : 0 < ∫ k in Ioi (0 : ℝ), (g k - f k) := by
    rw [setIntegral_pos_iff_support_of_nonneg_ae
      ((ae_restrict_iff' measurableSet_Ioi).mpr
        (Filter.Eventually.of_forall fun k hk => (sub_pos.mpr (h k hk)).le)) (hg.sub hf)]
    have hs : Function.support (fun k => g k - f k) ∩ Ioi 0 = Ioi 0 :=
      inter_eq_right.mpr fun k hk => (sub_pos.mpr (h k hk)).ne'
    rw [hs, Real.volume_Ioi]
    exact ENNReal.zero_lt_top
  rw [integral_sub hg hf] at hpos
  linarith

/-- For `l > 0` and `d ≥ 0` the weight is integrable over positive wave numbers. -/
theorem weight_integrable {l d : ℝ} (hl : 0 < l) (hd : 0 ≤ d) :
    IntegrableOn (weight l d) (Ioi 0) := by
  have hb : 0 < l ^ 2 / 2 := by positivity
  have h := integrableOn_rpow_mul_exp_neg_mul_sq hb (s := 2) (by norm_num)
  have hc : Continuous (weight l d) := by unfold weight; fun_prop
  -- the Gaussian at zero separation dominates
  refine Integrable.mono' h hc.aestronglyMeasurable
    ((ae_restrict_iff' measurableSet_Ioi).mpr (Filter.Eventually.of_forall fun k hk => ?_))
  have hkd : 0 ≤ k * d := mul_nonneg (le_of_lt hk) hd
  have hw : 0 ≤ weight l d k := by unfold weight; positivity
  rw [Real.norm_of_nonneg hw, Real.rpow_two, weight]
  exact mul_le_mul_of_nonneg_left (Real.exp_le_exp.mpr (by linarith)) (sq_nonneg k)

/-- Second moment of a Gaussian over the half line, for `s > 0`. -/
theorem gaussian_moment {s : ℝ} (hs : 0 < s) :
    ∫ k in Ioi (0 : ℝ), k ^ 2 * Real.exp (-s ^ 2 * k ^ 2) = √π / (4 * s ^ 3) := by
  have h := integral_rpow_mul_exp_neg_mul_rpow (p := 2) (q := 2) (b := s ^ 2)
    two_pos (by norm_num) (by positivity)
  simp only [Real.rpow_two] at h
  have hG : Real.Gamma ((2 + 1) / 2) = √π / 2 := by
    rw [show ((2 : ℝ) + 1) / 2 = 1 / 2 + 1 by norm_num, Real.Gamma_add_one (by norm_num),
      Real.Gamma_one_half_eq]
    ring
  have hp : (s ^ 2) ^ (-(2 + 1) / 2 : ℝ) = (s ^ 3)⁻¹ := by
    rw [← Real.rpow_natCast s 2, ← Real.rpow_mul hs.le,
      show ((2 : ℕ) : ℝ) * (-(2 + 1) / 2) = -((3 : ℕ) : ℝ) by norm_num,
      Real.rpow_neg hs.le, Real.rpow_natCast]
  rw [hG, hp] at h

  rw [h]
  ring

/-- For `d > 0` the `n`-th moment of `exp (-k d)` over positive `k` exists and
equals `n! / d ^ (n + 1)`. -/
theorem exponential_moment (n : ℕ) {d : ℝ} (hd : 0 < d) :
    IntegrableOn (fun k : ℝ => k ^ n * Real.exp (-(k * d))) (Ioi 0) ∧
      ∫ k in Ioi (0 : ℝ), k ^ n * Real.exp (-(k * d)) = n.factorial / d ^ (n + 1) := by
  have hn : (0 : ℝ) ≤ n := n.cast_nonneg
  constructor
  · have h := integrableOn_rpow_mul_exp_neg_mul_rpow (s := (n : ℝ)) (p := 1) (b := d)
      (by linarith) (by norm_num) hd
    refine h.congr_fun (fun k _ => ?_) measurableSet_Ioi
    change k ^ (n : ℝ) * Real.exp (-d * k ^ (1 : ℝ)) = k ^ n * Real.exp (-(k * d))
    rw [Real.rpow_natCast, Real.rpow_one, show -d * k = -(k * d) by ring]
  · have h := Real.integral_rpow_mul_exp_neg_mul_Ioi (a := (n : ℝ) + 1) (r := d)
      (by linarith) hd
    have hp : (1 / d) ^ ((n : ℝ) + 1) = (1 / d) ^ (n + 1) := by
      exact_mod_cast Real.rpow_natCast (1 / d) (n + 1)
    rw [Real.Gamma_nat_eq_factorial, hp] at h
    simp only [add_sub_cancel_right, Real.rpow_natCast, mul_comm d] at h
    rw [h, one_div, inv_pow]
    ring

/-- For `c, l > 0` the exchange stiffness equals `c / (16 √(2π) l)` at zero separation, is
positive at every separation `d ≥ 0`, and strictly decreases as the layers are moved apart. -/
theorem stiffness_main {c l : ℝ} (hc : 0 < c) (hl : 0 < l) :
    stiffness c l 0 = c / (16 * √(2 * π) * l) ∧
      (∀ d, 0 ≤ d → 0 < stiffness c l d) ∧ StrictAntiOn (stiffness c l) (Ici 0) := by
  have hA : 0 < c * l ^ 2 / (16 * π) := by positivity
  refine ⟨?_, fun d hd => ?_, fun d₁ h₁ d₂ h₂ h => ?_⟩
  · have hr : √2 ^ 2 = (2 : ℝ) := Real.sq_sqrt (by norm_num)
    have hp : √π ^ 2 = π := Real.sq_sqrt Real.pi_pos.le
    have hs : 0 < l / √2 := by positivity
    have hI : ∫ k in Ioi (0 : ℝ), weight l 0 k = √π / (4 * (l / √2) ^ 3) := by
      rw [← gaussian_moment hs]
      congr 1
      ext k
      rw [weight, div_pow, hr]
      congr 2
      ring
    -- algebra with p = √π and r = √2
    have key : ∀ p r : ℝ, 0 < p → 0 < r → r ^ 2 = 2 →
        c * l ^ 2 / (16 * p ^ 2) * (p / (4 * (l / r) ^ 3)) = c / (16 * (r * p) * l) := by
      intro p r hp hr h2
      have h4 : r ^ 4 = 4 := by
        calc r ^ 4 = (r ^ 2) ^ 2 := by ring
          _ = 4 := by rw [h2]; norm_num
      calc c * l ^ 2 / (16 * p ^ 2) * (p / (4 * (l / r) ^ 3))
          = r ^ 4 / 4 * (c / (16 * (r * p) * l)) := by field_simp
        _ = c / (16 * (r * p) * l) := by rw [h4]; ring
    have hk := key √π √2 (by positivity) (by positivity) hr
    rw [hp] at hk
    rw [stiffness_eq, hI, hk, Real.sqrt_mul (by norm_num)]
  · have h := integral_lt_of_lt (f := fun _ => 0) integrableOn_zero (weight_integrable hl hd)
      (fun k hk => by unfold weight; positivity)
    rw [integral_zero] at h
    rw [stiffness_eq]
    exact mul_pos hA h
  · rw [stiffness_eq, stiffness_eq]
    refine mul_lt_mul_of_pos_left (integral_lt_of_lt (weight_integrable hl h₂)
      (weight_integrable hl h₁) fun k hk => ?_) hA
    have hkd : k * d₁ < k * d₂ := mul_lt_mul_of_pos_left h hk
    exact mul_lt_mul_of_pos_left (Real.exp_lt_exp.mpr (by linarith)) (by positivity)

/-- For `c, l, d > 0` the stiffness lies strictly below `c l² / (8 π d³)`, and strictly above
that value times `1 - 6 l² / d²`. -/
theorem stiffness_bounds {c l d : ℝ} (hc : 0 < c) (hl : 0 < l) (hd : 0 < d) :
    c * l ^ 2 / (8 * π * d ^ 3) * (1 - 6 * l ^ 2 / d ^ 2) < stiffness c l d ∧
      stiffness c l d < c * l ^ 2 / (8 * π * d ^ 3) := by
  have hA : 0 < c * l ^ 2 / (16 * π) := by positivity
  obtain ⟨i2, m2⟩ := exponential_moment 2 hd
  obtain ⟨i4, m4⟩ := exponential_moment 4 hd
  have hw := weight_integrable hl hd.le
  norm_num [Nat.factorial] at m2 m4
  constructor
  · -- expand the Gaussian to first order: 1 - x < exp (-x)
    have h := integral_lt_of_lt (i2.sub (i4.const_mul (l ^ 2 / 2))) hw (fun k hk => by
      have hx : -k ^ 2 * l ^ 2 / 2 ≠ 0 := by
        have : 0 < k ^ 2 * l ^ 2 := by positivity
        intro h0
        linarith
      have he := mul_lt_mul_of_pos_left (Real.add_one_lt_exp hx)
        (show 0 < k ^ 2 * Real.exp (-(k * d)) by positivity)
      simp only [Pi.sub_apply, weight]
      rw [sub_eq_add_neg (-k ^ 2 * l ^ 2 / 2), Real.exp_add]
      linarith)
    simp only [Pi.sub_apply] at h
    rw [integral_sub i2 (i4.const_mul (l ^ 2 / 2)), integral_const_mul, m2, m4] at h
    rw [stiffness_eq]
    refine lt_of_eq_of_lt ?_ (mul_lt_mul_of_pos_left h hA)
    field_simp
    ring
  · have h := integral_lt_of_lt hw i2 (fun k hk => by
      have : 0 < k ^ 2 * l ^ 2 := by positivity
      exact mul_lt_mul_of_pos_left (Real.exp_lt_exp.mpr (by linarith)) (by positivity))
    rw [m2] at h
    rw [stiffness_eq]
    refine lt_of_lt_of_eq (mul_lt_mul_of_pos_left h hA) ?_
    field_simp
    ring

end

end BilayerExchangeStiffness
```

```lean
#print axioms BilayerExchangeStiffness.stiffness_main
#print axioms BilayerExchangeStiffness.stiffness_bounds
```

```
'BilayerExchangeStiffness.stiffness_main' depends on axioms: [propext, Classical.choice, Quot.sound]
'BilayerExchangeStiffness.stiffness_bounds' depends on axioms: [propext, Classical.choice, Quot.sound]
```

## Cancelling the denominator and securing convergence

`stiffness_eq` carries out the passage from the potential to the weight. `setIntegral_congr_fun` allows the two integrands to be compared only at $k>0$, where `field_simp` may cancel $k$. The constant is then taken out of the integral. No sign condition on $c$, $l$ or $d$ is needed for this identity.

`weight_integrable` is the comparison with the Gaussian: `Integrable.mono'` receives the integrable function at zero separation and the pointwise bound. Convergence needs its own proof because Mathlib assigns the value zero to the integral of a non-integrable function.

`integral_lt_of_lt` is the principle for strict inequalities. It applies a criterion by which a nonnegative integrable function has positive integral exactly when its support has positive measure. Here the support of $g-f$ contains the whole half line, whose measure is infinite.

## Evaluating the moments

`gaussian_moment` starts from Mathlib's integral of a power times a Gaussian. The step `hG` computes $\Gamma(3/2)=\sqrt\pi/2$ from $\Gamma(1/2)$, and `hp` turns the real power of $s^2$ into $1/s^3$.

`exponential_moment` gives integrability and the value $n!/d^{n+1}$ for every natural number $n$. Both parts are used later, because the comparison of integrals requires integrable functions on each side.

## Assembling the two theorems

In `stiffness_main`, the contact value uses `gaussian_moment` with $s=l/\sqrt2$. The auxiliary statement `key` does the remaining algebra with $p=\sqrt\pi$ and $r=\sqrt2$ as ordinary positive variables, using $r^4=4$. Positivity compares the zero function with the weight. Strict decrease compares the weights at `d₂` and `d₁`, where `Real.exp_lt_exp` reduces the inequality of exponentials to $kd_1<kd_2$.

In `stiffness_bounds`, the lower estimate comes from `Real.add_one_lt_exp`, which says $y+1<e^y$ for $y\ne0$, applied to $y=-k^2l^2/2$. The upper estimate follows from the monotonicity of the exponential, since the Gaussian exponent is negative. In both cases `integral_lt_of_lt` carries the pointwise inequality to the integrals, the moments for $n=2$ and $n=4$ are inserted, and `field_simp` with `ring` brings the result to the stated form.
